# Binding criterion and bound-state count for a one-dimensional asymmetric square well

A numerical search for the bound-state energies of a finite square well is easier to check when the number of roots and an interval containing each of them are known beforehand. With walls of unequal height the expected number can be zero, and an empty search is then the correct answer.

Take units in which $\hbar^2/2m=1$. Let the potential be $a^2$ for $x<0$, zero for $0<x<L$, and $b^2$ for $x>L$, with $a\ge b>0$ and $L>0$. A bound state of energy $q^2$ has a wave number $q$ in the open interval $(0,b)$. With the decay constants $p=\sqrt{a^2-q^2}$ and $s=\sqrt{b^2-q^2}$, the allowed wave numbers are the solutions in that interval of

$$(q^2-ps)\sin(qL)=q(p+s)\cos(qL).$$

A solution exists if and only if

$$bL>\arccos(b/a).$$

Put $\nu=(bL-\arccos(b/a))/\pi$. The number of solutions is $\nu$ rounded up to an integer, or zero if $\nu$ is negative.

For a particle of mass $m$ and barriers of height $V_a\ge V_b>0$ above the well floor, put $a=\sqrt{2mV_a}/\hbar$ and $b=\sqrt{2mV_b}/\hbar$.

## Bracketing the levels and checking a grid solver

The secular equation is awkward to search directly. It holds trivially at $q=0$, and it also holds at $q=b$ when a level is just about to appear. Neither endpoint is a bound state. A safer target is the total phase

$$\Phi(q)=qL+\arcsin(q/a)+\arcsin(q/b),$$

which increases strictly on $[0,b]$. For each integer $n$ with $0\le n<\nu$, the equation $\Phi(q)=(n+1)\pi$ has exactly one root in $(0,b)$, so bisection on that interval finds level $n$ without a scan. In floating-point arithmetic, the computed count can be off by one when $\nu$ is very close to an integer.

The criterion also helps to test a grid solver. A calculation in a finite box always returns a lowest eigenvalue, whether or not the open system binds. The inequality says whether that eigenvalue should settle below $b^2$ as the box is enlarged and the grid is refined. For a single non-interacting particle with constant mass and flat potential steps, this tells whether a layer between two unequal barriers, each idealised as infinitely thick, can confine an electron in the direction across the layer.

## From wall matching to a phase condition

Write the wave as $Ae^{px}$ on the left, $B\cos qx+C\sin qx$ in the well, and $De^{-s(x-L)}$ on the right. Continuity of value and slope at the two walls gives

$$A=B,\qquad pA=qC,$$
$$B\cos qL+C\sin qL=D,\qquad q(C\cos qL-B\sin qL)=-sD.$$

If $A=0$, then $B=C=D=0$ and there is no wave. So $A\ne0$, $B=A$ and $C=pA/q$. Inserting these and the expression for $D$ into the last condition, and multiplying by $q/A$, gives

$$qp\cos qL-q^2\sin qL=-sq\cos qL-sp\sin qL,$$

which is the secular equation. Conversely, if the secular equation holds, the amplitudes $A=B=q$, $C=p$, $D=q\cos qL+p\sin qL$ satisfy all four conditions. The squared norm of this wave is $\tfrac12a^2(L+1/p+1/s)$, so dividing by its square root normalises it.

Now set $\alpha=\arcsin(q/a)$ and $\beta=\arcsin(q/b)$. Then $\sin\alpha=q/a$, $\cos\alpha=p/a$, $\sin\beta=q/b$ and $\cos\beta=s/b$. Expanding the sine of the total phase,

$$\begin{aligned}
ab\sin\Phi(q)&=ab\left[\sin qL\,\cos(\alpha+\beta)+\cos qL\,\sin(\alpha+\beta)\right]\\
&=(ps-q^2)\sin qL+q(p+s)\cos qL.
\end{aligned}$$

The secular equation therefore says that $\sin\Phi(q)=0$.

The term $qL$ increases strictly with $q$ and the two arcsines do not decrease, so $\Phi$ is strictly increasing. It is also continuous, and $\Phi(0)=0$. Hence $\Phi(q)>0$ for $q>0$, and the bound states are the points where $\Phi(q)=(n+1)\pi$ with $n=0,1,2,\dots$

At the upper end of the interval,

$$\Phi(b)=bL+\arcsin(b/a)+\frac{\pi}{2}=bL-\arccos(b/a)+\pi.$$

The value $(n+1)\pi$ is reached strictly inside $(0,b)$ exactly when it is less than $\Phi(b)$, that is, when

$$n\pi+\arccos(b/a)<bL.$$

The case $n=0$ is the binding criterion, because the higher levels need a larger $bL$. The condition on $n$ can also be written $n<\nu$, and the number of non-negative integers below $\nu$ is the count stated above.

For $a=b$ the arccosine vanishes, so every symmetric well binds. For $b<a$ it is positive, and a well of width $L=\arccos(b/a)/b$ or less has no bound state.

## The Lean file

```lean
import Mathlib

open scoped Real

namespace AsymmetricFiniteWell

noncomputable section

/-- Decay constant under a step of height `v ^ 2` at energy `q ^ 2` (units `ħ² / 2m = 1`). -/
def kappa (v q : ℝ) : ℝ := √(v ^ 2 - q ^ 2)

/-- The waves `A exp (p x)` for `x < 0`, `B cos (q x) + C sin (q x)` in the well and
`D exp (-s (x - L))` for `x > L` agree in value and slope at both walls. -/
def Matched (a b L q A B C D : ℝ) : Prop :=
  A = B ∧ kappa a q * A = q * C ∧
  B * Real.cos (q * L) + C * Real.sin (q * L) = D ∧
  q * (C * Real.cos (q * L) - B * Real.sin (q * L)) = -(kappa b q * D)

/-- A bound state of wave number `q` in `(0, b)`: a matched wave that is not identically zero. -/
def IsBound (a b L q : ℝ) : Prop :=
  0 < q ∧ q < b ∧ ∃ A B C D : ℝ, ¬(A = 0 ∧ B = 0 ∧ C = 0 ∧ D = 0) ∧ Matched a b L q A B C D

/-- The secular equation `(q² - p s) sin (q L) = q (p + s) cos (q L)`. -/
def Secular (a b L q : ℝ) : Prop :=
  (q ^ 2 - kappa a q * kappa b q) * Real.sin (q * L)
    = q * (kappa a q + kappa b q) * Real.cos (q * L)

/-- Total phase: the path across the well plus one phase for each wall. -/
def phase (a b L q : ℝ) : ℝ := q * L + Real.arcsin (q / a) + Real.arcsin (q / b)

/-- For `q ≠ 0`, matched amplitudes that are not all zero exist exactly when the secular equation
holds. -/
theorem matched_iff_secular {a b L q : ℝ} (hq : q ≠ 0) :
    (∃ A B C D : ℝ, ¬(A = 0 ∧ B = 0 ∧ C = 0 ∧ D = 0) ∧ Matched a b L q A B C D)
      ↔ Secular a b L q := by
  constructor
  · rintro ⟨A, B, C, D, h0, h1, h2, h3, h4⟩
    -- if the left amplitude vanished, the whole wave would vanish
    have hA : A ≠ 0 := by
      intro hA
      have hB : B = 0 := by rw [← h1, hA]
      have hC : C = 0 := by
        have h : q * C = 0 := by rw [← h2, hA, mul_zero]
        exact (mul_eq_zero.mp h).resolve_left hq
      have hD : D = 0 := by rw [← h3, hB, hC]; ring
      exact h0 ⟨hA, hB, hC, hD⟩
    unfold Secular
    apply mul_left_cancel₀ hA
    linear_combination
      (q ^ 2 * Real.sin (q * L) - q * kappa b q * Real.cos (q * L)) * h1
      - (q * Real.cos (q * L) + kappa b q * Real.sin (q * L)) * h2
      - q * kappa b q * h3 - q * h4
  · intro h
    unfold Secular at h
    refine ⟨q, q, kappa a q, q * Real.cos (q * L) + kappa a q * Real.sin (q * L),
      fun h0 => hq h0.1, rfl, mul_comm _ _, rfl, ?_⟩
    linear_combination -h

/-- For `v > 0` the cosine of the wall phase `arcsin (q / v)` is the decay constant `kappa v q`
divided by `v`. -/
theorem cos_wall_phase {v : ℝ} (hv : 0 < v) (q : ℝ) :
    Real.cos (Real.arcsin (q / v)) = kappa v q / v := by
  have h : 1 - (q / v) ^ 2 = (v ^ 2 - q ^ 2) / v ^ 2 := by field_simp
  rw [Real.cos_arcsin, h, Real.sqrt_div' _ (sq_nonneg v), Real.sqrt_sq hv.le, kappa]

/-- For `0 < q < b ≤ a` the secular equation says that the sine of the total phase vanishes. -/
theorem secular_iff_sin_phase {a b L q : ℝ} (hq : 0 < q) (hqb : q < b) (hba : b ≤ a) :
    Secular a b L q ↔ Real.sin (phase a b L q) = 0 := by
  have hb : 0 < b := hq.trans hqb
  have ha : 0 < a := hb.trans_le hba
  have sa : Real.sin (Real.arcsin (q / a)) = q / a :=
    Real.sin_arcsin (by linarith [div_pos hq ha]) ((div_le_one ha).mpr (hqb.le.trans hba))
  have sb : Real.sin (Real.arcsin (q / b)) = q / b :=
    Real.sin_arcsin (by linarith [div_pos hq hb]) ((div_le_one hb).mpr hqb.le)
  have key : a * b * Real.sin (phase a b L q)
      = q * (kappa a q + kappa b q) * Real.cos (q * L)
        - (q ^ 2 - kappa a q * kappa b q) * Real.sin (q * L) := by
    have ha' := ha.ne'
    have hb' := hb.ne'
    rw [phase, Real.sin_add, Real.sin_add, Real.cos_add, sa, sb,
      cos_wall_phase ha, cos_wall_phase hb]
    field_simp
    ring
  unfold Secular
  constructor
  · intro h
    have h' : a * b * Real.sin (phase a b L q) = 0 := by rw [key, h, sub_self]
    exact (mul_eq_zero.mp h').resolve_left (mul_pos ha hb).ne'
  · intro h
    rw [h, mul_zero] at key
    linarith

/-- The total phase increases strictly with the wave number. -/
theorem phase_strictMono {a b L : ℝ} (ha : 0 < a) (hb : 0 < b) (hL : 0 < L) :
    StrictMono (phase a b L) := by
  intro x y hxy
  have h1 : x * L < y * L := mul_lt_mul_of_pos_right hxy hL
  have h2 : Real.arcsin (x / a) ≤ Real.arcsin (y / a) :=
    Real.monotone_arcsin (div_le_div_of_nonneg_right hxy.le ha.le)
  have h3 : Real.arcsin (x / b) ≤ Real.arcsin (y / b) :=
    Real.monotone_arcsin (div_le_div_of_nonneg_right hxy.le hb.le)
  unfold phase
  linarith

/-- For `0 < b ≤ a` and `L > 0`, bound states are the wave numbers in `(0, b)` whose total phase is
a positive integer multiple of `π`. -/
theorem isBound_iff_phase {a b L q : ℝ} (hb : 0 < b) (hba : b ≤ a) (hL : 0 < L) :
    IsBound a b L q ↔ 0 < q ∧ q < b ∧ ∃ n : ℕ, phase a b L q = (n + 1) * π := by
  unfold IsBound
  refine and_congr_right fun hq => and_congr_right fun hqb => ?_
  rw [matched_iff_secular hq.ne', secular_iff_sin_phase hq hqb hba, Real.sin_eq_zero_iff]
  constructor
  · rintro ⟨n, hn⟩
    have hpos : 0 < phase a b L q := by
      have h := phase_strictMono (hb.trans_le hba) hb hL hq
      simpa [phase] using h
    -- a positive phase excludes the multiples n ≤ 0
    have hn0 : 0 < n := by
      by_contra hneg
      have h : (n : ℝ) ≤ 0 := by exact_mod_cast not_lt.mp hneg
      nlinarith [Real.pi_pos]
    obtain ⟨k, hk⟩ := Int.eq_ofNat_of_zero_le (show 0 ≤ n - 1 by omega)
    have hk' : n = (k : ℤ) + 1 := by omega
    refine ⟨k, ?_⟩
    rw [← hn, hk']
    push_cast
    ring
  · rintro ⟨n, hn⟩
    refine ⟨(n : ℤ) + 1, ?_⟩
    rw [hn]
    push_cast
    ring

/-- The total phase reaches `(n + 1) π` inside `(0, b)` exactly when
`n π + arccos (b / a) < b L`. -/
theorem level_exists_iff {a b L : ℝ} (ha : 0 < a) (hb : 0 < b) (hL : 0 < L) (n : ℕ) :
    (∃ q, 0 < q ∧ q < b ∧ phase a b L q = (n + 1) * π)
      ↔ n * π + Real.arccos (b / a) < b * L := by
  have hend : phase a b L b = b * L - Real.arccos (b / a) + π := by
    rw [phase, div_self hb.ne', Real.arcsin_one, Real.arccos_eq_pi_div_two_sub_arcsin]
    ring
  constructor
  · rintro ⟨q, -, hqb, h⟩
    have := phase_strictMono ha hb hL hqb
    rw [h, hend] at this
    linarith
  · intro h
    have hc : Continuous (phase a b L) :=
      ((continuous_id.mul continuous_const).add
        (Real.continuous_arcsin.comp (continuous_id.div_const a))).add
        (Real.continuous_arcsin.comp (continuous_id.div_const b))
    have h0 : phase a b L 0 = 0 := by simp [phase]
    have hmem : ((n : ℝ) + 1) * π ∈ Set.Ioo (phase a b L 0) (phase a b L b) := by
      rw [h0, hend]
      exact ⟨by positivity, by linarith⟩
    obtain ⟨q, hq, hv⟩ := intermediate_value_Ioo hb.le hc.continuousOn hmem
    exact ⟨q, hq.1, hq.2, hv⟩

/-- Binding criterion: for `0 < b ≤ a` and `L > 0` the well has a bound state if and only if `b L >
arccos (b / a)`. -/
theorem exists_bound_iff {a b L : ℝ} (hb : 0 < b) (hba : b ≤ a) (hL : 0 < L) :
    (∃ q, IsBound a b L q) ↔ Real.arccos (b / a) < b * L := by
  have ha := hb.trans_le hba
  constructor
  · rintro ⟨q, hq⟩
    obtain ⟨h0, h1, n, hn⟩ := (isBound_iff_phase hb hba hL).mp hq
    have h := (level_exists_iff ha hb hL n).mp ⟨q, h0, h1, hn⟩
    have : 0 ≤ (n : ℝ) * π := by positivity
    linarith
  · intro h
    obtain ⟨q, h0, h1, hn⟩ := (level_exists_iff ha hb hL 0).mpr (by simpa using h)
    exact ⟨q, (isBound_iff_phase hb hba hL).mpr ⟨h0, h1, 0, hn⟩⟩

/-- For `0 < b ≤ a` and `L > 0` the number of bound wave numbers is `(b L - arccos (b / a)) / π`
rounded up, and zero if this quantity is negative. -/
theorem card_bound {a b L : ℝ} (hb : 0 < b) (hba : b ≤ a) (hL : 0 < L) :
    {q | IsBound a b L q}.ncard = ⌈(b * L - Real.arccos (b / a)) / π⌉₊ := by
  have ha := hb.trans_le hba
  have hlt (n : ℕ) : n < ⌈(b * L - Real.arccos (b / a)) / π⌉₊
      ↔ n * π + Real.arccos (b / a) < b * L := by
    rw [Nat.lt_ceil, lt_div_iff₀ Real.pi_pos, lt_sub_iff_add_lt]
  have hl : ∀ n : ℕ, n < ⌈(b * L - Real.arccos (b / a)) / π⌉₊ →
      ∃ q, 0 < q ∧ q < b ∧ phase a b L q = (n + 1) * π :=
    fun n hn => (level_exists_iff ha hb hL n).mpr ((hlt n).mp hn)
  choose f h0 h1 hf using hl
  -- the levels are numbered by n, one wave number for each
  refine Set.ncard_eq_of_bijective f ?_ ?_ ?_
  · intro q hq
    obtain ⟨hq0, hqb, n, hn⟩ := (isBound_iff_phase hb hba hL).mp hq
    have hnN := (hlt n).mpr ((level_exists_iff ha hb hL n).mp ⟨q, hq0, hqb, hn⟩)
    exact ⟨n, hnN, (phase_strictMono ha hb hL).injective ((hf n hnN).trans hn.symm)⟩
  · intro n hn
    exact (isBound_iff_phase hb hba hL).mpr ⟨h0 n hn, h1 n hn, n, hf n hn⟩
  · intro i j hi hj hij
    have h : ((i : ℝ) + 1) * π = (j + 1) * π := by rw [← hf i hi, ← hf j hj, hij]
    have h' := mul_right_cancel₀ Real.pi_ne_zero h
    exact_mod_cast add_right_cancel h'

/-- A symmetric well of any positive depth and width has a bound state. -/
theorem symmetric_binds {b L : ℝ} (hb : 0 < b) (hL : 0 < L) : ∃ q, IsBound b b L q := by
  rw [exists_bound_iff hb le_rfl hL, div_self hb.ne', Real.arccos_one]
  exact mul_pos hb hL

/-- For walls of unequal height there is a positive width at which the well has no bound state. -/
theorem asymmetric_can_fail {a b : ℝ} (hb : 0 < b) (hba : b < a) :
    ∃ L, 0 < L ∧ ¬ ∃ q, IsBound a b L q := by
  have hpos : 0 < Real.arccos (b / a) :=
    Real.arccos_pos.mpr ((div_lt_one (hb.trans hba)).mpr hba)
  have hL := div_pos hpos hb
  refine ⟨Real.arccos (b / a) / b, hL, ?_⟩
  rw [exists_bound_iff hb hba.le hL, mul_div_cancel₀ _ hb.ne']
  exact lt_irrefl _

end

end AsymmetricFiniteWell
```

```lean
#print axioms AsymmetricFiniteWell.exists_bound_iff
-- 'AsymmetricFiniteWell.exists_bound_iff' depends on axioms: [propext, Classical.choice, Quot.sound]
#print axioms AsymmetricFiniteWell.card_bound
-- 'AsymmetricFiniteWell.card_bound' depends on axioms: [propext, Classical.choice, Quot.sound]
#print axioms AsymmetricFiniteWell.symmetric_binds
-- 'AsymmetricFiniteWell.symmetric_binds' depends on axioms: [propext, Classical.choice, Quot.sound]
#print axioms AsymmetricFiniteWell.asymmetric_can_fail
-- 'AsymmetricFiniteWell.asymmetric_can_fail' depends on axioms: [propext, Classical.choice, Quot.sound]
```

## How the Lean statements describe the well

All parameters and amplitudes are real numbers. `kappa a q` is $p$, `kappa b q` is $s$, and `phase a b L q` is $\Phi(q)$. `Matched` contains the four wall conditions. `IsBound a b L q` says that $0<q<b$ and that some amplitudes, not all zero, satisfy them.

The main theorem, `exists_bound_iff`, assumes $0<b\le a$ and $0<L$. It states that some $q$ satisfies `IsBound` if and only if $\arccos(b/a)<bL$. The inequality is strict, so a well exactly at the critical width does not bind.

`card_bound` makes the counting statement under the same hypotheses. Its left side, `ncard`, is the number of elements of the set of bound wave numbers, and `⌈ ⌉₊` rounds up to a natural number, giving zero for negative arguments. Since `ncard` is also zero for an infinite set, it is `exists_bound_iff` that shows the set to be empty when the count is zero. The theorem counts wave numbers; the elimination above fixes the amplitudes for each of them up to a common factor, so this is also the number of states.

`symmetric_binds` covers equal walls at any positive $b$ and $L$. `asymmetric_can_fail` states that for $0<b<a$ there is a positive width without a bound state.

The definitions start from the matching conditions. That these describe the normalisable solutions of the Schrödinger equation, and that no bound state lies outside $0<q<b$, is the usual physical argument and not part of the theorems. The model has abrupt steps, one constant mass and one particle in one dimension. Smooth barriers, a mass that changes at the walls and interactions all need a different calculation, and the theorems give no error bounds for a numerical root finder.

## How the proof follows the derivation

`matched_iff_secular` performs the elimination. Its forward direction first shows $A\ne0$, then uses `linear_combination` to add suitable multiples of the four wall conditions, which yields the secular equation multiplied by $A$. The reverse direction supplies the explicit amplitudes given above.

`cos_wall_phase` proves $\cos\arcsin(q/v)=\sqrt{v^2-q^2}/v$ for either wall. `secular_iff_sin_phase` uses it in the addition formulas; the intermediate statement `key` is the expansion of $ab\sin\Phi(q)$. Since $ab>0$, the factor can be removed.

For positive $a$, $b$ and $L$, `phase_strictMono` adds the strict increase of $qL$ to the monotonicity of the two arcsines. `isBound_iff_phase` then turns a zero of the sine into an integer multiple of $\pi$. Positivity of the phase excludes the multiples that are zero or negative, and the remaining ones are numbered from $n=0$.

`level_exists_iff`, which also assumes that $a$, $b$ and $L$ are positive, computes $\Phi(b)$ in the step `hend`. Strict monotonicity shows that a level inside the interval forces the inequality, and `intermediate_value_Ioo`, the intermediate value theorem on an open interval, produces the level when the inequality holds. `exists_bound_iff` takes $n=0$ to construct a state; in the other direction it uses $n\pi\ge0$ to pass from any level to the binding criterion.

For the count, `card_bound` chooses one wave number `f n` for each $n$ below the rounded-up value. It then checks that every bound wave number is one of these, that each of them is bound, and that different $n$ give different wave numbers. The first check uses the injectivity of $\Phi$, and the last compares the phases $(n+1)\pi$.

The two corollaries evaluate the criterion: `symmetric_binds` at $\arccos 1=0$, and `asymmetric_can_fail` at the critical width $L=\arccos(b/a)/b$, where the strict inequality becomes $\arccos(b/a)<\arccos(b/a)$ and is false.
